# Replacing fewer rows of an overlap matrix than its rank deficiency leaves its determinant zero

Let `S` be an N × N overlap matrix and `X` a one-body matrix of the same size, and replace the rows of `S` listed in a set `J` by the same rows of `X`. The lemma says that if the number of replaced rows plus the rank of `S` is less than N, the resulting matrix has determinant zero. N is finite and the entries are complex, but nothing else is assumed of either matrix: `S` need not be Hermitian or come from normalised orbitals. The proof is by contradiction: a nonzero determinant would make all the rows of the new matrix linearly independent, and so also the N − |`J`| rows kept from `S`, which are more than the rank of `S` allows.

Lean 4 with Mathlib refuses this proof:

```lean
import Mathlib

open Matrix

namespace DetSubstitutedEqZero

noncomputable section

variable {N : ℕ}

/-- The overlap matrix `S` with the rows in `J` replaced by the same rows of the
one-body matrix `X`. -/
def substituted (S X : Matrix (Fin N) (Fin N) ℂ) (J : Finset (Fin N)) :
    Matrix (Fin N) (Fin N) ℂ :=
  Matrix.of fun i j => if i ∈ J then X i j else S i j

/-- If the number of replaced rows plus the rank of the overlap matrix is less than `N`,
the substituted determinant vanishes. -/
theorem det_substituted_eq_zero (S X : Matrix (Fin N) (Fin N) ℂ) (J : Finset (Fin N))
    (hJ : J.card + S.rank < N) : (substituted S X J).det = 0 := by
  by_contra h
  have hli : LinearIndependent ℂ (substituted S X J).row :=
    Matrix.linearIndependent_rows_iff_isUnit.mpr
      ((Matrix.isUnit_iff_isUnit_det _).mpr (isUnit_iff_ne_zero.mpr h))
  -- the rows of `S` that were kept would be linearly independent
  have hS : LinearIndependent ℂ (fun i : {i // i ∉ J} => S.row i.1) := by
    have e : (fun i : {i // i ∉ J} => S.row i.1) =
        (substituted S X J).row ∘ Subtype.val := by
      funext i j
      simp [substituted, Matrix.row, i.2]
    rw [e]
    exact hli.comp _ Subtype.val_injective
  -- but there are more of them than the rank allows
  have hm : Module.finrank ℂ (Submodule.span ℂ
      (Set.range (fun i : {i // i ∉ J} => S.row i.1))) ≤
      Module.finrank ℂ (Submodule.span ℂ (Set.range S.row)) :=
    Submodule.finrank_mono (Submodule.span_mono (by
      rintro _ ⟨i, rfl⟩
      exact ⟨i.1, rfl⟩))
  rw [finrank_span_eq_card hS, ← Matrix.rank_eq_finrank_span_row] at hm
  have hcard : Fintype.card {i // i ∉ J} = N - J.card := by
    simp [Fintype.card_subtype_compl]
  omega

end

end DetSubstitutedEqZero
```

Compiling this gives:

```
Main.lean:28:49: error: unsolved goals
N : ℕ
S X : Matrix (Fin N) (Fin N) ℂ
J : Finset (Fin N)
hJ : J.card + S.rank < N
h : ¬(substituted S X J).det = 0
hli : LinearIndependent ℂ (substituted S X J).row
i : { i // i ∉ J }
j : Fin N
⊢ S (↑i) j = ((of fun i j => if i ∈ J then X i j else S i j) ∘ Subtype.val) i j
Main.lean:30:37: warning: This simp argument is unused:
  i.2

Hint: Omit it from the simp argument list.
  [apply] simp [substituted, Matrix.row]

Note: This linter can be disabled with `set_option linter.unusedSimpArgs false`
```

What went wrong. The error is in the step showing that the kept rows of `S` are also rows of the substituted matrix. `simp` unfolded `substituted` and `Matrix.row`, but left the right-hand side as a composition with `Subtype.val`, still to be evaluated at `i` and `j`. The condition inside the `if` was therefore never brought to the form `i.1 ∈ J`, and `i.2`, the proof that `i.1` is not in `J`, had nothing to act on. That is why the warning calls `i.2` unused. Its hint to drop the argument would not help, since the proof needs that fact.

The new `change` line restates the goal in a form equal to it by definition, with the composition evaluated and the `if` in plain view. `rw [if_neg i.2]` then selects the `else` branch, so both sides read `S i.1 j`, and `rw` closes the goal by reflexivity.

The mended proof, as a diff:

```diff
@@ -28,5 +28,6 @@
         (substituted S X J).row ∘ Subtype.val := by
       funext i j
-      simp [substituted, Matrix.row, i.2]
+      change S i.1 j = if i.1 ∈ J then X i.1 j else S i.1 j
+      rw [if_neg i.2]
     rw [e]
     exact hli.comp _ Subtype.val_injective
```
